# For a nonzero effective field, every real Bloch decay rate lies within (4/27)|1/T1 − 1/T2|³/(D² + R²) of the weighted mean (D²/T1 + R²/T2)/(D² + R²)

A spin-lock experiment measures how fast magnetisation decays while a driving field holds it. The transverse relaxation time T2 can then be extracted by setting the measured rate equal to a weighted mean of 1/T1 and 1/T2, where T1 is the longitudinal relaxation time. Without a check on this formula, its error can pass unnoticed into the value of T2. In a weak field a real decay rate of the Bloch equations can lie far from the weighted mean. On resonance the formula gives 1/T2, yet at a Rabi frequency of (√2/3)|1/T1 − 1/T2| the Bloch equations also have a mode that decays at (2/T1 + 1/T2)/3, two thirds of the way from 1/T2 to 1/T1. That mode is perpendicular to the driving field; magnetisation locked along the field on resonance does decay at exactly 1/T2.

The bound in the title gives a field strength that suffices for a chosen accuracy. It concerns the real eigenvalues of the Bloch matrix, with D the detuning and R the Rabi frequency, not both zero. If the effective field √(D² + R²) is ten times |1/T1 − 1/T2|, the formula is wrong by at most 0.0015 |1/T1 − 1/T2|.

```lean
import Mathlib

open Matrix

namespace SpinLockRelaxation
```

## Bloch equations in the rotating frame

Write k1 = 1/T1 and k2 = 1/T2. The first rate stands for the exchange of energy with the surroundings, the second for the loss of transverse magnetisation; both are taken as constants that do not depend on the driving field. Let u and v be the transverse components of the magnetisation in the rotating frame and w the longitudinal one, each measured from its steady-state value. The constant source term then disappears, and

du/dt = −k2 u − D v

dv/dt = D u − k2 v − R w

dw/dt = R v − k1 w.

The terms in D and R describe precession about the effective field (R, 0, D). Both are angular frequencies, in the same units as the rates. In magnetic resonance the letter R often denotes a relaxation rate; here it is always the Rabi frequency, usually written ω1.

The matrix of this system is `blochMatrix k1 k2 D R`, a real 3 × 3 matrix with rows and columns in the order u, v, w. Its four parameters are arbitrary real numbers. Positive relaxation times are the physical case, but no sign condition is used in what follows.

```lean
/-- The homogeneous Bloch matrix for the components (u, v, w), with longitudinal rate `k1 = 1/T1`,
transverse rate `k2 = 1/T2`, detuning `D` and Rabi frequency `R`. -/
def blochMatrix (k1 k2 D R : ℝ) : Matrix (Fin 3) (Fin 3) ℝ :=
  !![-k2, -D, 0; D, -k2, -R; 0, R, -k1]
```

A mode that decays without oscillating has the form e^(−lt) times a fixed vector. Inserting this into the equations shows that the vector is an eigenvector with eigenvalue −l. `IsDecayRate k1 k2 D R l` says exactly this: there is a nonzero real vector that the matrix multiplies by −l. The symbol `*ᵥ` applies a matrix to a vector, and `•` multiplies by a number.

```lean
/-- `l` is a real decay rate: some nonzero real Bloch vector is an eigenvector of the Bloch matrix
with eigenvalue `-l`. -/
def IsDecayRate (k1 k2 D R l : ℝ) : Prop :=
  ∃ v : Fin 3 → ℝ, v ≠ 0 ∧ blochMatrix k1 k2 D R *ᵥ v = (-l) • v
```

The definition speaks of eigenvectors and not of a measured signal. That the decay constant seen in an experiment is such an l is a separate physical step: the magnetisation must be prepared mainly along this mode, and the two-rate Bloch equations must describe the sample.

## The secular equation

The number −l is an eigenvalue exactly when the Bloch matrix plus l times the identity has determinant zero. The shifted matrix has rows

(l − k2, −D, 0), (D, l − k2, −R), (0, R, l − k1).

Expanding along the first row gives

(l − k2)[(l − k2)(l − k1) + R²] + D²(l − k1) = 0,

which is the secular equation

(l − k2)²(l − k1) + R²(l − k2) + D²(l − k1) = 0.

In the proof, `hdet` computes the determinant, and `Matrix.exists_mulVec_eq_zero_iff` supplies the equivalence between a vanishing determinant and a nonzero null vector.

```lean
variable {k1 k2 D R l : ℝ}

/-- The real decay rates are the real roots of the cubic secular equation. -/
theorem isDecayRate_iff :
    IsDecayRate k1 k2 D R l ↔
      (l - k2) ^ 2 * (l - k1) + R ^ 2 * (l - k2) + D ^ 2 * (l - k1) = 0 := by
  have hdet : (blochMatrix k1 k2 D R + l • (1 : Matrix (Fin 3) (Fin 3) ℝ)).det =
      (l - k2) ^ 2 * (l - k1) + R ^ 2 * (l - k2) + D ^ 2 * (l - k1) := by
    rw [Matrix.det_fin_three]
    simp [blochMatrix]
    ring
  -- an eigenvector is a null vector of the shifted matrix
  rw [← hdet, ← Matrix.exists_mulVec_eq_zero_iff]
  unfold IsDecayRate
  simp only [Matrix.add_mulVec, Matrix.smul_mulVec, Matrix.one_mulVec, neg_smul,
    eq_neg_iff_add_eq_zero]
```

## Real rates lie between k1 and k2

Suppose first that R ≠ 0. Multiply the secular equation by l − k1 and rearrange:

R²(l − k1)(l − k2) = −[(l − k2)²(l − k1)² + D²(l − k1)²] ≤ 0.

Hence (l − k1)(l − k2) ≤ 0. If R = 0, the secular equation factorises as

(l − k1)[(l − k2)² + D²] = 0,

so l = k1 or l = k2, and the product is zero. In both cases l lies between the two rates, endpoints included. `Set.uIcc k1 k2` is the closed interval between k1 and k2, whichever is larger. The proof makes the same case distinction and obtains each rearranged equation by `linear_combination` from the secular equation.

```lean
/-- Every real decay rate lies between the longitudinal and the transverse rate. -/
theorem decayRate_between (hl : IsDecayRate k1 k2 D R l) : l ∈ Set.uIcc k1 k2 := by
  have h := isDecayRate_iff.mp hl
  have hxy : (l - k1) * (l - k2) ≤ 0 := by
    by_cases hR : R = 0
    · subst hR
      have h' : (l - k1) * ((l - k2) ^ 2 + D ^ 2) = 0 := by linear_combination h
      rcases mul_eq_zero.mp h' with h1 | h1
      · simp [h1]
      · have h2 : (l - k2) ^ 2 = 0 := by
          linarith [sq_nonneg (l - k2), sq_nonneg D]
        have h3 : l - k2 = 0 := pow_eq_zero_iff (two_ne_zero) |>.mp h2
        simp [h3]
    · have hR2 : 0 < R ^ 2 := by positivity
      have h' : R ^ 2 * ((l - k1) * (l - k2)) =
          -(((l - k2) * (l - k1)) ^ 2 + (D * (l - k1)) ^ 2) := by
        linear_combination (l - k1) * h
      by_contra hc
      have h1 := mul_pos hR2 (not_le.mp hc)
      linarith [sq_nonneg ((l - k2) * (l - k1)), sq_nonneg (D * (l - k1))]
  rw [Set.mem_uIcc]
  rcases mul_nonpos_iff.mp hxy with ⟨h1, h2⟩ | ⟨h1, h2⟩
  · left; constructor <;> linarith
  · right; constructor <;> linarith
```

## The exact deviation from the weighted mean

Now let D and R be not both zero, so that D² + R² > 0. Collect the terms of the secular equation that are linear in l:

(D² + R²) l − (D²k1 + R²k2) = −(l − k2)²(l − k1).

Division by D² + R² gives

l − (D²k1 + R²k2)/(D² + R²) = −(l − k2)²(l − k1)/(D² + R²).

This is an identity for every real decay rate, with no expansion in a small parameter. The hypothesis `D ≠ 0 ∨ R ≠ 0` says that there is an effective field; without one the weights of the mean have no meaning.

```lean
/-- For detuning and Rabi frequency not both zero, this is the exact deviation of a real decay
rate from the weighted mean of the longitudinal and transverse rates. -/
theorem decayRate_deviation (h : D ≠ 0 ∨ R ≠ 0) (hl : IsDecayRate k1 k2 D R l) :
    l - (D ^ 2 * k1 + R ^ 2 * k2) / (D ^ 2 + R ^ 2) =
      -((l - k2) ^ 2 * (l - k1)) / (D ^ 2 + R ^ 2) := by
  have hS : D ^ 2 + R ^ 2 ≠ 0 := by
    rcases h with h | h <;> positivity
  rw [eq_div_iff hS, sub_mul, div_mul_cancel₀ _ hS]
  linear_combination isDecayRate_iff.mp hl
```

## The bound with constant 4/27

Set p = |l − k2| and q = |l − k1|. The size of the deviation is p²q/(D² + R²). Since l lies between the two rates, the distances add up:

p + q = |k1 − k2|.

It remains to find how large p²q can be for a given sum. Expanding both sides confirms

4(p + q)³ − 27p²q = (p − 2q)²(4p + q),

and the right-hand side is nonnegative. Therefore p²q ≤ (4/27)|k1 − k2|³, and

|l − (D²k1 + R²k2)/(D² + R²)| ≤ (4/27)|k1 − k2|³/(D² + R²).

In `spinLock_rate_bound`, `hsum` is the addition of distances, proved separately for the two orders of k1 and k2. The common denominator is then removed, and `hpos` with the displayed identity finishes the estimate.

```lean
/-- For detuning and Rabi frequency not both zero, every real decay rate equals the weighted mean
of the longitudinal and transverse rates up to `4/27 |k1 - k2|^3 / (D^2 + R^2)`. -/
theorem spinLock_rate_bound (h : D ≠ 0 ∨ R ≠ 0) (hl : IsDecayRate k1 k2 D R l) :
    |l - (D ^ 2 * k1 + R ^ 2 * k2) / (D ^ 2 + R ^ 2)| ≤
      4 / 27 * |k1 - k2| ^ 3 / (D ^ 2 + R ^ 2) := by
  have hS : 0 < D ^ 2 + R ^ 2 := by
    rcases h with h | h <;> positivity
  -- the distances from l to the two rates add up to the distance between the rates
  have hsum : |k1 - k2| = |l - k2| + |l - k1| := by
    rcases Set.mem_uIcc.mp (decayRate_between hl) with ⟨h1, h2⟩ | ⟨h1, h2⟩
    · rw [abs_of_nonpos (by linarith : k1 - k2 ≤ 0), abs_of_nonpos (by linarith : l - k2 ≤ 0),
        abs_of_nonneg (by linarith : 0 ≤ l - k1)]
      ring
    · rw [abs_of_nonneg (by linarith : 0 ≤ k1 - k2), abs_of_nonneg (by linarith : 0 ≤ l - k2),
        abs_of_nonpos (by linarith : l - k1 ≤ 0)]
      ring
  rw [decayRate_deviation h hl, abs_div, abs_neg, abs_mul, abs_pow, abs_of_pos hS, hsum]
  refine (div_le_div_iff_of_pos_right hS).mpr ?_
  -- 4 (p + q)^3 - 27 p^2 q = (p - 2 q)^2 (4 p + q)
  have hpos : 0 ≤ (|l - k2| - 2 * |l - k1|) ^ 2 * (4 * |l - k2| + |l - k1|) := by positivity
  linarith [hpos, show (|l - k2| - 2 * |l - k1|) ^ 2 * (4 * |l - k2| + |l - k1|) =
    4 * (|l - k2| + |l - k1|) ^ 3 - 27 * (|l - k2| ^ 2 * |l - k1|) by ring]
```

The theorem applies to every real decay rate, however many there are. For k1 = k2 the right-hand side is zero and l equals the common rate.

## Fields at which the bound is attained

The estimate becomes an equality when p = 2q, that is, when l is twice as far from k2 as from k1. Between the rates this means l = (2k1 + k2)/3, so that

l − k2 = 2(k1 − k2)/3 and l − k1 = −(k1 − k2)/3.

Insert these into the secular equation and divide by k1 − k2, which is assumed nonzero:

−4(k1 − k2)²/27 + 2R²/3 − D²/3 = 0,

or

R² = D²/2 + 2(k1 − k2)²/9.

For any detuning there is a Rabi frequency that satisfies this condition, so no constant smaller than 4/27 would do. The case D = 0 is the resonant example at the start.

`spinLock_rate_bound_sharp` states two things under this condition: that (2k1 + k2)/3 is a decay rate, and that its deviation equals the bound. The first follows by substitution in the secular equation, the second from the exact deviation.

```lean
/-- The constant 4/27 is optimal: for unequal rates, any detuning and
`R^2 = D^2/2 + 2 (k1 - k2)^2/9`, the decay rate `(2 k1 + k2)/3` occurs and attains the bound. -/
theorem spinLock_rate_bound_sharp (hk : k1 ≠ k2)
    (hR : R ^ 2 = D ^ 2 / 2 + 2 * (k1 - k2) ^ 2 / 9) :
    IsDecayRate k1 k2 D R ((2 * k1 + k2) / 3) ∧
      |(2 * k1 + k2) / 3 - (D ^ 2 * k1 + R ^ 2 * k2) / (D ^ 2 + R ^ 2)| =
        4 / 27 * |k1 - k2| ^ 3 / (D ^ 2 + R ^ 2) := by
  have hl : IsDecayRate k1 k2 D R ((2 * k1 + k2) / 3) := by
    rw [isDecayRate_iff, hR]
    ring
  have hd : 0 < (k1 - k2) ^ 2 := by
    have := sub_ne_zero.mpr hk
    positivity
  have hR2 : 0 < R ^ 2 := by linarith [sq_nonneg D]
  have hR0 : R ≠ 0 := fun h0 => by simp [h0] at hR2
  have hS : 0 < D ^ 2 + R ^ 2 := by positivity
  refine ⟨hl, ?_⟩
  rw [decayRate_deviation (Or.inr hR0) hl,
    show -(((2 * k1 + k2) / 3 - k2) ^ 2 * ((2 * k1 + k2) / 3 - k1)) =
      4 / 27 * (k1 - k2) ^ 3 by ring,
    abs_div, abs_mul, abs_pow, abs_of_pos hS, abs_of_pos (by norm_num : (0 : ℝ) < 4 / 27)]
```

## At least one real rate for every field

A statement about all real decay rates would be empty if there were none. Let f(l) be the left-hand side of the secular equation. At the two relaxation rates

f(k1) = R²(k1 − k2) and f(k2) = −D²(k1 − k2).

These values have opposite signs, or at least one of them is zero. As f is continuous, it vanishes somewhere between k1 and k2. The equations `e1` and `e2` are the two values, and `intermediate_value_uIcc` is the intermediate value theorem for an interval whose endpoints may come in either order. The result also holds without any field.

```lean
/-- The Bloch matrix always has a real decay rate. -/
theorem exists_decayRate (k1 k2 D R : ℝ) : ∃ l, IsDecayRate k1 k2 D R l := by
  obtain ⟨f, hf⟩ : ∃ f : ℝ → ℝ, f = fun l =>
    (l - k2) ^ 2 * (l - k1) + R ^ 2 * (l - k2) + D ^ 2 * (l - k1) := ⟨_, rfl⟩
  have hc : Continuous f := by
    rw [hf]
    fun_prop
  have e1 : f k1 = R ^ 2 * (k1 - k2) := by
    simp only [hf]
    ring
  have e2 : f k2 = D ^ 2 * (k2 - k1) := by
    simp only [hf]
    ring
  -- zero lies between the values of the secular polynomial at the two rates, endpoints included
  have h0 : (0 : ℝ) ∈ Set.uIcc (f k1) (f k2) := by
    rw [Set.mem_uIcc, e1, e2]
    rcases le_total k1 k2 with h | h
    · exact Or.inl ⟨mul_nonpos_of_nonneg_of_nonpos (sq_nonneg R) (by linarith),
        mul_nonneg (sq_nonneg D) (by linarith)⟩
    · exact Or.inr ⟨mul_nonpos_of_nonneg_of_nonpos (sq_nonneg D) (by linarith),
        mul_nonneg (sq_nonneg R) (by linarith)⟩
  obtain ⟨l, _, hfl⟩ := intermediate_value_uIcc hc.continuousOn h0
  exact ⟨l, isDecayRate_iff.mpr (by simpa only [hf] using hfl)⟩
```

## A single real rate in a strong enough field

Let l and m both be real decay rates. Shift them by the mean of the three roots of the cubic:

u = l − (k1 + 2k2)/3, v = m − (k1 + 2k2)/3.

From here to the end of the argument u and v are these shifted rates, as in the Lean proof, and no longer components of the magnetisation. The shift removes the quadratic term of the cubic, and subtracting the two secular equations gives

(m − l)[u² + uv + v² + D² + R² − (k1 − k2)²/3] = 0.

Because u² + uv + v² = [(u + v)² + u² + v²]/2 ≥ 0, the bracket is positive whenever

(k1 − k2)² < 3(D² + R²).

Then m = l. The condition is sufficient for a single real rate and forces the effective field to be nonzero, so the bound applies to that rate. In the proof, `hprod` is the factorised difference, and `nlinarith` rules out a vanishing bracket from the squares.

```lean
/-- If `(k1 - k2)^2 < 3 (D^2 + R^2)`, there is exactly one real decay rate. -/
theorem existsUnique_decayRate (h : (k1 - k2) ^ 2 < 3 * (D ^ 2 + R ^ 2)) :
    ∃! l, IsDecayRate k1 k2 D R l := by
  obtain ⟨l, hl⟩ := exists_decayRate k1 k2 D R
  refine ⟨l, hl, fun m hm => ?_⟩
  have h1 := isDecayRate_iff.mp hl
  have h2 := isDecayRate_iff.mp hm
  -- subtract the two secular equations and complete the squares
  obtain ⟨u, hu⟩ : ∃ u, u = l - k2 + (k2 - k1) / 3 := ⟨_, rfl⟩
  obtain ⟨v, hv⟩ : ∃ v, v = m - k2 + (k2 - k1) / 3 := ⟨_, rfl⟩
  have hprod : (m - l) *
      (u ^ 2 + u * v + v ^ 2 + (D ^ 2 + R ^ 2 - (k1 - k2) ^ 2 / 3)) = 0 := by
    rw [hu, hv]
    linear_combination h2 - h1
  rcases mul_eq_zero.mp hprod with h3 | h3
  · linarith
  · nlinarith [sq_nonneg (u + v), sq_nonneg u, sq_nonneg v]
```

The other two eigenvalues then form a complex pair, which belongs to damped nutation about the effective field. All three eigenvalues add up to the trace −(k1 + 2k2) of the Bloch matrix, so the nutation decays at the rate (k1 + 2k2 − l)/2, and the bound on l limits this rate as well.

## The tilt-angle formula for spin locking

Let the effective field have strength Ω ≠ 0 and make an angle θ with the longitudinal axis:

D = Ω cos θ, R = Ω sin θ.

Then D² + R² = Ω², the weights become cos²θ and sin²θ, and the bound reads

|l − (k1 cos²θ + k2 sin²θ)| ≤ (4/27)|k1 − k2|³/Ω².

When chemical exchange does not contribute, the weighted mean is the usual expression for the spin-lock relaxation rate, often written R1ρ. In `spinLock_rate_tilt`, `hS` evaluates the sum of squares and `e` simplifies the mean; the earlier bound does the rest.

The same matrix describes the density matrix of a driven two-level quantum system, such as a spin-locked qubit, in the rotating-wave approximation and with relaxation reduced to two constant rates. In a simulation of that model, the inequality gives a tolerance for comparing the negative of a computed real eigenvalue with the tilt-angle formula.

```lean
/-- Tilt-angle form: for a nonzero effective field `Ω` at angle `θ` to the longitudinal axis, every
real decay rate is `k1 cos² θ + k2 sin² θ` up to `4/27 |k1 - k2|^3 / Ω^2`. -/
theorem spinLock_rate_tilt {Ω θ : ℝ} (hΩ : Ω ≠ 0)
    (hl : IsDecayRate k1 k2 (Ω * Real.cos θ) (Ω * Real.sin θ) l) :
    |l - (k1 * Real.cos θ ^ 2 + k2 * Real.sin θ ^ 2)| ≤ 4 / 27 * |k1 - k2| ^ 3 / Ω ^ 2 := by
  have hS : (Ω * Real.cos θ) ^ 2 + (Ω * Real.sin θ) ^ 2 = Ω ^ 2 := by
    linear_combination Ω ^ 2 * Real.sin_sq_add_cos_sq θ
  have h : Ω * Real.cos θ ≠ 0 ∨ Ω * Real.sin θ ≠ 0 := by
    by_contra! hc
    rw [hc.1, hc.2] at hS
    exact pow_ne_zero 2 hΩ (by linarith)
  have hb := spinLock_rate_bound h hl
  have e : ((Ω * Real.cos θ) ^ 2 * k1 + (Ω * Real.sin θ) ^ 2 * k2) / Ω ^ 2 =
      k1 * Real.cos θ ^ 2 + k2 * Real.sin θ ^ 2 := by
    rw [div_eq_iff (pow_ne_zero 2 hΩ)]
    ring
  rwa [hS, e] at hb

end SpinLockRelaxation
```

```lean
#print axioms SpinLockRelaxation.spinLock_rate_bound_sharp
#print axioms SpinLockRelaxation.existsUnique_decayRate
#print axioms SpinLockRelaxation.spinLock_rate_tilt
```

```
'SpinLockRelaxation.spinLock_rate_bound_sharp' depends on axioms: [propext, Classical.choice, Quot.sound]
'SpinLockRelaxation.existsUnique_decayRate' depends on axioms: [propext, Classical.choice, Quot.sound]
'SpinLockRelaxation.spinLock_rate_tilt' depends on axioms: [propext, Classical.choice, Quot.sound]
```
